# Below order n, the diagonal adjacency-matrix moments of an n-ring (n ≥ 3) equal those of the infinite chain

If a three-membered ring stands in for an infinite chain, its third moment is wrong: the chain has no closed walk of three steps, while the triangle has two from every site. A finite ring gives the chain's moments at every order below the one at which such closures first contribute. For equal nearest-neighbour couplings on $n\ge 3$ sites, that order is $n$.

The $k$-th moment at site $i$ is $(A^k)_{ii}$, where $A$ is the adjacency matrix of the ring. In a non-interacting tight-binding model with one orthonormal orbital per site, a common site energy taken as zero and one non-zero nearest-neighbour coupling $\beta$, the $k$-th moment of the local density of states is $\beta^k(A^k)_{ii}$. The result then says that a ring reproduces the moments of the chain's local density of states below order $n$ and misses the one of order $n$. Higher orders are not treated here.

```lean
import Mathlib

open Finset Matrix

namespace RingSpectralMoments

noncomputable section
```

Sites are elements of a commutative ring $R$: the integers `ℤ` for the chain, the integers modulo $n$, `ZMod n`, for the ring of atoms. On real functions of the sites, the hopping rule is $(Tf)(x)=f(x+1)+f(x-1)$, written `hop` in Lean; `hop^[k]` is $T^k$. It counts walks and is not a unitary time evolution.

```lean
/-- Nearest-neighbour hopping: the new amplitude on a site is the sum of the old amplitudes
on the two adjacent sites. The sites are `ℤ` for the chain and `ZMod n` for the ring. -/
def hop {R : Type*} [CommRing R] (f : R → ℝ) (x : R) : ℝ := f (x + 1) + f (x - 1)
```

The localised amplitude $\delta_x$, `site x`, is 1 at $x$ and 0 elsewhere.

```lean
/-- The amplitude localised on the single site `x`. -/
def site {R : Type*} [DecidableEq R] (x y : R) : ℝ := if y = x then 1 else 0
```

The matrix $A$, `ringAdj n`, has entry 1 where the column index is the row index plus or minus one. The chain needs no infinite matrix, since $T$ acts on functions directly.

```lean
/-- The adjacency matrix of the ring of `n` sites: entry one between neighbours, zero otherwise. -/
def ringAdj (n : ℕ) : Matrix (ZMod n) (ZMod n) ℝ :=
  Matrix.of fun i j => if j = i + 1 ∨ j = i - 1 then 1 else 0
```

## (a) Repeated hopping as a binomial sum

**Task.** Show that
$$(T^kf)(x)=\sum_{m=0}^{k}\binom km f(x+2m-k).$$

**Solution.** Here $m$ counts forward steps, so the net displacement is $m-(k-m)=2m-k$. The case $k=0$ is immediate. For the induction step, $(T^{k+1}f)(x)=(T^kf)(x+1)+(T^kf)(x-1)$, which equals
$$\sum_{m=0}^k\binom km f(x+2(m+1)-(k+1))+\sum_{m=0}^k\binom km f(x+2m-(k+1)).$$
In the second sum, split off $m=0$, add the vanishing term $m=k+1$, and shift the index by one. The coefficients combine by Pascal's rule, $\binom km+\binom k{m+1}=\binom{k+1}{m+1}$, and the split-off term supplies the missing end of the sum. In Lean, `top` performs the shift and `Nat.choose_succ_succ'` is Pascal's rule.

```lean
/-- After `k` hops the amplitude is a binomial sum over the number `m` of forward steps. -/
theorem hop_iterate {R : Type*} [CommRing R] (f : R → ℝ) (k : ℕ) (x : R) :
    hop^[k] f x = ∑ m ∈ range (k + 1), (k.choose m : ℝ) * f (x + 2 * (m : R) - (k : R)) := by
  induction k generalizing x with
  | zero => simp
  | succ k ih =>
    rw [Function.iterate_succ_apply']
    -- shift the summation index in the backward part, so that Pascal's rule applies
    have h := Finset.sum_range_succ'
      (fun m : ℕ => (k.choose m : ℝ) * f (x - 1 + 2 * (m : R) - (k : R))) (k + 1)
    have h2 := Finset.sum_range_succ
      (fun m : ℕ => (k.choose m : ℝ) * f (x - 1 + 2 * (m : R) - (k : R))) (k + 1)
    simp only [Nat.choose_succ_self, Nat.cast_zero, zero_mul, add_zero] at h2
    have top := h2.symm.trans h
    change hop^[k] f (x + 1) + hop^[k] f (x - 1) = _
    rw [ih, ih, top, Finset.sum_range_succ' _ (k + 1), ← add_assoc, ← Finset.sum_add_distrib]
    congr 1
    · refine Finset.sum_congr rfl fun m _ => ?_
      have e1 : x + 1 + 2 * (m : R) - (k : R)
          = x + 2 * ((m + 1 : ℕ) : R) - ((k + 1 : ℕ) : R) := by push_cast; ring
      have e2 : x - 1 + 2 * ((m + 1 : ℕ) : R) - (k : R)
          = x + 2 * ((m + 1 : ℕ) : R) - ((k + 1 : ℕ) : R) := by push_cast; ring
      rw [e1, e2, Nat.choose_succ_succ']
      push_cast
      ring
    · have e : x - 1 + 2 * ((0 : ℕ) : R) - (k : R)
          = x + 2 * ((0 : ℕ) : R) - ((k + 1 : ℕ) : R) := by push_cast; ring
      rw [e]
      simp
```

## (b) The condition for returning

**Task.** Evaluate $(T^k\delta_x)(x)$.

**Solution.** In (a), $\delta_x(x+2m-k)$ is 1 exactly when $2m=k$ in $R$. The return amplitude is therefore the sum of $\binom km$ over those $m$. The equation is read in $R$, so on the ring it holds modulo $n$.

```lean
/-- The amplitude to be back at the starting site after `k` hops counts the walks whose
forward and backward steps cancel on the given set of sites. -/
theorem return_sum {R : Type*} [CommRing R] [DecidableEq R] (k : ℕ) (x : R) :
    hop^[k] (site x) x =
      ∑ m ∈ range (k + 1), (k.choose m : ℝ) * (if 2 * (m : R) = (k : R) then 1 else 0) := by
  rw [hop_iterate]
  refine Finset.sum_congr rfl fun m _ => ?_
  congr 1
  unfold site
  exact if_congr ⟨fun h => by linear_combination h, fun h => by linear_combination h⟩ rfl rfl
```

## (c) Walks with balanced steps

**Task.** Sum $\binom km$ over the natural numbers $m\le k$ with $2m=k$.

**Solution.** If $k=2r$, only $m=r$ contributes, giving $\binom k{k/2}$. If $k$ is odd, nothing contributes. The Lean proof makes the same case split and isolates the one term with `Finset.sum_eq_single`.

```lean
/-- Among walks of `k` steps, those with equally many forward and backward steps number
`choose k (k/2)` for even `k` and zero for odd `k`. -/
theorem balanced_walks (k : ℕ) :
    ∑ m ∈ range (k + 1), (k.choose m : ℝ) * (if 2 * m = k then 1 else 0)
      = if Even k then (k.choose (k / 2) : ℝ) else 0 := by
  split_ifs with h
  · obtain ⟨r, hr⟩ := h
    have h2 : k / 2 = r := by omega
    rw [h2, Finset.sum_eq_single r]
    · rw [if_pos (by omega), mul_one]
    · intro m _ hm
      rw [if_neg (by omega), mul_zero]
    · intro h
      exact absurd (Finset.mem_range.2 (by omega)) h
  · refine Finset.sum_eq_zero fun m _ => ?_
    rw [if_neg (fun e => h ⟨m, by omega⟩), mul_zero]
```

## (d) The infinite chain

**Task.** Find the return amplitude on the chain.

**Solution.** Over the integers, $2m=k$ means the same as over the natural numbers, so (b) and (c) give
$$\mu_k:=(T^k\delta_x)(x)=\begin{cases}\binom{k}{k/2}&k\text{ even},\\0&k\text{ odd},\end{cases}$$
for every site $x$.

```lean
/-- On the infinite chain the return amplitude after `k` hops is `choose k (k/2)` for even `k`
and zero for odd `k`. -/
theorem chain_moment (k : ℕ) (x : ℤ) :
    hop^[k] (site x) x = if Even k then (k.choose (k / 2) : ℝ) else 0 := by
  rw [return_sum, ← balanced_walks]
  refine Finset.sum_congr rfl fun m _ => ?_
  congr 1
  exact if_congr (by omega) rfl rfl
```

## (e) When a walk closes on the ring

**Task.** Let $n\ge3$ and $m\le k\le n$. Solve $2m\equiv k\pmod n$.

**Solution.** Write $2m-k=cn$, where the integer $c$ is the winding number. Since $|2m-k|\le k\le n$, only $c=-1,0,1$ are possible.

- $c=0$ gives $2m=k$.
- $c=1$ gives $2m=k+n$. With $m\le k\le n$ this forces $m=k=n$.
- $c=-1$ gives $2m=k-n\le0$, hence $m=0$ and $k=n$.

Conversely, each of these solves the congruence. In Lean, `nlinarith` bounds $c$, `interval_cases` lists its values and `omega` settles each one.

```lean
/-- A walk of `k ≤ n` steps, `m` of them forward, closes on the `n`-ring exactly when its steps
balance, or when `k = n` and all steps go the same way round. -/
theorem closes_iff {n k m : ℕ} (hn : 3 ≤ n) (hm : m ≤ k) (hk : k ≤ n) :
    2 * (m : ZMod n) = (k : ZMod n) ↔ 2 * m = k ∨ (k = n ∧ (m = 0 ∨ m = n)) := by
  have hd : 2 * (m : ZMod n) = (k : ZMod n) ↔ (n : ℤ) ∣ 2 * (m : ℤ) - (k : ℤ) := by
    rw [← CharP.intCast_eq_zero_iff (ZMod n) n]
    push_cast
    exact sub_eq_zero.symm
  rw [hd]
  constructor
  · rintro ⟨c, hc⟩
    -- the winding number `c` can only be -1, 0 or 1
    have hn' : (3 : ℤ) ≤ n := by exact_mod_cast hn
    have hm' : (m : ℤ) ≤ k := by exact_mod_cast hm
    have hk' : (k : ℤ) ≤ n := by exact_mod_cast hk
    have hm0 : (0 : ℤ) ≤ m := Int.natCast_nonneg m
    have c1 : c ≤ 1 := by
      by_contra h
      have : 2 ≤ c := by omega
      nlinarith
    have c2 : -1 ≤ c := by
      by_contra h
      have : c ≤ -2 := by omega
      nlinarith
    interval_cases c <;> omega
  · rintro (h | ⟨h, h' | h'⟩)
    · exact ⟨0, by omega⟩
    · exact ⟨-1, by omega⟩
    · exact ⟨1, by omega⟩
```

## (f) The matrix acts as hopping

**Task.** Show that $A^kf=T^kf$ on a ring with $n\ge3$.

**Solution.** The neighbours $i+1$ and $i-1$ coincide only if $n$ divides 2, which $n\ge3$ excludes. Row $i$ of $A$ thus has two separate unit entries, and $(Af)(i)=f(i+1)+f(i-1)$. Induction on $k$ gives the powers. Lean calls the one-step identity `step` and the separation of the two entries `split`.

```lean
/-- On a ring of at least three sites, powers of the adjacency matrix act as repeated hopping. -/
theorem ringAdj_pow_mulVec {n : ℕ} [NeZero n] (hn : 3 ≤ n) (k : ℕ) (f : ZMod n → ℝ) :
    (ringAdj n ^ k) *ᵥ f = hop^[k] f := by
  have step : ∀ g : ZMod n → ℝ, ringAdj n *ᵥ g = hop g := by
    intro g
    funext i
    -- the two neighbours of a site are distinct
    have hne : i + 1 ≠ i - 1 := by
      intro h
      have h2 : ((2 : ℕ) : ZMod n) = 0 := by
        push_cast
        linear_combination h
      have := Nat.le_of_dvd (by norm_num) ((CharP.cast_eq_zero_iff (ZMod n) n 2).1 h2)
      omega
    have split : ∀ j, ringAdj n i j * g j
        = (if j = i + 1 then g j else 0) + (if j = i - 1 then g j else 0) := by
      intro j
      by_cases h1 : j = i + 1
      · have h2 : j ≠ i - 1 := fun h => hne (h1.symm.trans h)
        rw [if_pos h1, if_neg h2]
        simp [ringAdj, h1]
      · by_cases h2 : j = i - 1
        · rw [if_neg h1, if_pos h2]
          simp [ringAdj, h2]
        · simp [ringAdj, h1, h2]
    change ∑ j, ringAdj n i j * g j = g (i + 1) + g (i - 1)
    simp only [split, Finset.sum_add_distrib, Finset.sum_ite_eq', Finset.mem_univ, if_true]
  induction k with
  | zero => simp
  | succ k ih =>
    rw [pow_succ', ← Matrix.mulVec_mulVec, ih, step, Function.iterate_succ_apply']
```

## (g) Diagonal entries as return amplitudes

**Task.** Express $(A^k)_{ii}$ through $T$.

**Solution.** Applying $A^k$ to $\delta_i$ selects column $i$, whose entry at $i$ is $(A^k)_{ii}$. By (f) it equals $(T^k\delta_i)(i)$.

```lean
/-- On a ring of at least three sites, a diagonal entry of the `k`-th power of the adjacency matrix
is the return amplitude after `k` hops. -/
theorem ring_return {n : ℕ} [NeZero n] (hn : 3 ≤ n) (k : ℕ) (i : ZMod n) :
    (ringAdj n ^ k) i i = hop^[k] (site i) i := by
  rw [← ringAdj_pow_mulVec hn]
  simp [Matrix.mulVec, dotProduct, site]
```

## (h) Agreement below order n

**Task.** For $n\ge3$ and $k<n$, show that $(A^k)_{ii}=\mu_k$.

**Solution.** By (g) and (b), the entry is a binomial sum over solutions of $2m\equiv k\pmod n$. Since $k\ne n$, (e) leaves only $2m=k$, and (c) evaluates the sum. The Lean statement joins two equalities: one with the explicit value, the other with the chain's return amplitude at site 0.

```lean
/-- For `k < n`, each diagonal entry of the `k`-th power of the `n`-ring adjacency matrix is
`choose k (k/2)` for even `k` and zero for odd `k`, and equals the infinite-chain value. -/
theorem ring_moment {n k : ℕ} [NeZero n] (hn : 3 ≤ n) (hk : k < n) (i : ZMod n) :
    (ringAdj n ^ k) i i = (if Even k then (k.choose (k / 2) : ℝ) else 0) ∧
      (ringAdj n ^ k) i i = hop^[k] (site (0 : ℤ)) 0 := by
  rw [chain_moment, and_self, ring_return hn, return_sum, ← balanced_walks]
  refine Finset.sum_congr rfl fun m hm => ?_
  have hm' : m ≤ k := by
    have := Finset.mem_range.1 hm
    omega
  congr 1
  exact if_congr ((closes_iff hn hm' hk.le).trans (by omega)) rfl rfl
```

## (i) The first deviation

**Task.** Show that $(A^n)_{ii}=\mu_n+2$.

**Solution.** At $k=n$, (e) adds $m=0$ and $m=n$, each with binomial coefficient 1. These are the two walks once round the ring, one in each sense. Neither is balanced, so nothing is counted twice; Lean checks this in four cases for $m$.

For the six-ring, $(A^4)_{ii}=\binom42=6$ and $(A^6)_{ii}=\binom63+2=22$. The eigenvalues $2,1,1,-1,-1,-2$ agree: their fourth powers sum to $36=6\cdot6$ and their sixth powers to $132=6\cdot22$.

```lean
/-- For `n ≥ 3`, each diagonal entry of the `n`-th power of the `n`-ring adjacency matrix exceeds
the infinite-chain return amplitude after `n` hops by exactly two. -/
theorem ring_moment_at_size {n : ℕ} [NeZero n] (hn : 3 ≤ n) (i : ZMod n) :
    (ringAdj n ^ n) i i = hop^[n] (site (0 : ℤ)) 0 + 2 := by
  -- the two walks that go once round the ring
  have two : ∑ m ∈ range (n + 1), (n.choose m : ℝ) *
      ((if m = 0 then 1 else 0) + (if m = n then 1 else 0)) = 2 := by
    norm_num [mul_add, Finset.sum_add_distrib]
  rw [chain_moment, ring_return hn, return_sum, ← balanced_walks, ← two,
    ← Finset.sum_add_distrib]
  refine Finset.sum_congr rfl fun m hm => ?_
  have hm' : m ≤ n := by
    have := Finset.mem_range.1 hm
    omega
  have h := closes_iff hn hm' le_rfl
  rw [← mul_add]
  congr 1
  rcases (by omega : (2 * m = n ∧ m ≠ 0 ∧ m ≠ n) ∨ (2 * m ≠ n ∧ m = 0 ∧ m ≠ n) ∨
      (2 * m ≠ n ∧ m ≠ 0 ∧ m = n) ∨ (2 * m ≠ n ∧ m ≠ 0 ∧ m ≠ n)) with
    ⟨a, b, c⟩ | ⟨a, b, c⟩ | ⟨a, b, c⟩ | ⟨a, b, c⟩
  · rw [if_pos (h.2 (by omega)), if_pos a, if_neg b, if_neg c]; norm_num
  · rw [if_pos (h.2 (by omega)), if_neg a, if_pos b, if_neg c]; norm_num
  · rw [if_pos (h.2 (by omega)), if_neg a, if_neg b, if_pos c]; norm_num
  · rw [if_neg (fun e => by have := h.1 e; omega), if_neg a, if_neg b, if_neg c]; norm_num
```

## (j) Moments of the Hückel matrix

**Task.** For $k<n$, find $\operatorname{tr}(\beta A)^k$.

**Solution.** The real parameter $\beta$ is the resonance integral, the coupling between $\pi$ orbitals on adjacent atoms, taken equal for all bonds. Energies are measured from the common site energy, and overlap between orbitals is neglected. Since $(\beta A)^k=\beta^kA^k$ and all $n$ diagonal entries of $A^k$ equal $\mu_k$,
$$\operatorname{tr}(\beta A)^k=n\beta^k\mu_k.$$
This is the sum of the $k$-th powers of the orbital energies. Bond alternation and electron repulsion would need a different matrix or model.

```lean
/-- For `k < n`, the trace of the `k`-th power of the Hückel matrix `β A` of the `n`-ring is
`n β ^ k choose k (k/2)` for even `k` and zero for odd `k`. -/
theorem huckel_trace {n k : ℕ} [NeZero n] (hn : 3 ≤ n) (hk : k < n) (β : ℝ) :
    Matrix.trace ((β • ringAdj n) ^ k)
      = n * β ^ k * (if Even k then (k.choose (k / 2) : ℝ) else 0) := by
  have h : Matrix.trace (ringAdj n ^ k)
      = n * (if Even k then (k.choose (k / 2) : ℝ) else 0) := by
    simp only [Matrix.trace, Matrix.diag_apply, (ring_moment hn hk _).1, Finset.sum_const,
      Finset.card_univ, ZMod.card, nsmul_eq_mul]
  rw [smul_pow, Matrix.trace_smul, h, smul_eq_mul]
  ring

end

end RingSpectralMoments
```

```lean
#print axioms RingSpectralMoments.ring_moment
-- 'RingSpectralMoments.ring_moment' depends on axioms: [propext, Classical.choice, Quot.sound]
#print axioms RingSpectralMoments.ring_moment_at_size
-- 'RingSpectralMoments.ring_moment_at_size' depends on axioms: [propext, Classical.choice, Quot.sound]
#print axioms RingSpectralMoments.huckel_trace
-- 'RingSpectralMoments.huckel_trace' depends on axioms: [propext, Classical.choice, Quot.sound]
```
